# In a finite harmonic lattice, the position and momentum variances of a local coordinate have a product above ħ²/4 at every positive temperature

Let a local coordinate be spread over finitely many harmonic modes, with weights $p_k>0$ that sum to 1 and frequencies $w_k>0$. In units with $\hbar=k_B=1$ and unit mass, its position and momentum variances at temperature $T>0$ are

$$X=\sum_k p_k\,\frac{\coth(w_k/2T)}{2w_k},\qquad P=\sum_k p_k\,\frac{w_k\coth(w_k/2T)}{2},$$

and they satisfy $XP>1/4$. The uncertainty product here is this product of variances, the square of the product of standard deviations. In the ground state every $\coth$ is replaced by 1. Then $XP\ge 1/4$, with equality exactly when all the frequencies agree.

## Modes, weights and variances

```lean
import Mathlib

open Filter Topology

namespace LatticeUncertainty

noncomputable section

variable {ι : Type*} [Fintype ι]
```

The type `ι` is the set of mode labels, and `Fintype ι` says that it is finite. A family such as $p_k$ is a function `p : ι → ℝ`, and `p k` is its value at mode $k$.

```lean
/-- The hyperbolic cotangent, for nonzero argument. -/
def coth (x : ℝ) : ℝ := Real.cosh x / Real.sinh x
```

This is the usual $\coth x=\cosh x/\sinh x$.

```lean
/-- Mean energy, in units of its quantum, of a mode of frequency `Ω > 0` at temperature
`T > 0`, with ħ = k_B = 1. -/
def thermalQuanta (T Ω : ℝ) : ℝ := coth (Ω / (2 * T)) / 2
```

A mode of frequency $\Omega$ has mean thermal energy $\Omega\nu$, where $\nu=\tfrac12\coth(\Omega/2T)$ is its energy counted in quanta. `thermalQuanta T Ω` is this $\nu$.

```lean
/-- Position variance of a local coordinate with mode weights `p`, positive frequencies `w` and mean
mode energies `w k * ν k`, for unit mass and independent modes, each in a thermal state or its
ground state. -/
def positionVar (p w ν : ι → ℝ) : ℝ := ∑ k, p k * (ν k / w k)
```

Let the modes be independent, each in a thermal state or its ground state. In a mode of mean energy $w_k\nu_k$, half of that energy is then potential: $\tfrac12 w_k^2\langle Q_k^2\rangle=\tfrac12 w_k\nu_k$, where $Q_k$ is the mode coordinate. Hence $\langle Q_k^2\rangle=\nu_k/w_k$. The local coordinate is $\sum_k\sqrt{p_k}\,Q_k$, up to signs. As different modes are uncorrelated, its variance is $X=\sum_k p_k\nu_k/w_k$.

```lean
/-- Variance of the conjugate local momentum with mode weights `p`, positive frequencies `w` and
mean mode energies `w k * ν k`, for unit mass and independent modes, each in a thermal state or its
ground state. -/
def momentumVar (p w ν : ι → ℝ) : ℝ := ∑ k, p k * (w k * ν k)
```

The kinetic half of the energy gives each mode a momentum variance $w_k\nu_k$, so $P=\sum_k p_k w_k\nu_k$. The file takes these two sums as definitions and doesn't derive them from operators. The value 1/4 is Heisenberg's, but here it follows from $\nu_k\ge1/2$ and $\sum_k p_k=1$, and no commutator appears in the file. In the operator theory the canonical commutator stands behind both: it gives each mode its zero-point half, and the condition $\sum_k p_k=1$ makes the local position and momentum a canonical pair.

## More than the zero-point energy

```lean
/-- For positive frequency and temperature, the mean energy in quanta is the zero-point
half plus the Bose occupation number. -/
theorem thermalQuanta_eq_bose {T Ω : ℝ} (hT : 0 < T) (hΩ : 0 < Ω) :
    thermalQuanta T Ω = 1 / 2 + (Real.exp (Ω / T) - 1)⁻¹ := by
  have hx : 0 < Ω / (2 * T) := by positivity
  have hexp : Real.exp (Ω / T) = Real.exp (Ω / (2 * T)) * Real.exp (Ω / (2 * T)) := by
    rw [← Real.exp_add]
    congr 1
    field_simp
    ring
  have hy : 1 < Real.exp (Ω / (2 * T)) := Real.one_lt_exp_iff.2 hx
  unfold thermalQuanta coth
  rw [hexp, Real.cosh_eq, Real.sinh_eq, Real.exp_neg]
  generalize Real.exp (Ω / (2 * T)) = y at hy
  have hy0 : y ≠ 0 := by linarith
  -- write everything through d = y² - 1, which is positive
  obtain ⟨d, hd⟩ : ∃ d, d = y * y - 1 := ⟨_, rfl⟩
  have hd0 : d ≠ 0 := by nlinarith
  have hc : (y + y⁻¹) / 2 = (d + 2) / (2 * y) := by
    rw [hd]
    field_simp
    ring
  have hs : (y - y⁻¹) / 2 = d / (2 * y) := by
    rw [hd]
    field_simp
  rw [hc, hs, ← hd]
  field_simp
```

The arguments `hT` and `hΩ` are the assumptions $T>0$ and $\Omega>0$. The theorem says that

$$\nu=\frac12+\frac1{e^{\Omega/T}-1}.$$

By hand, put $y=e^{\Omega/2T}$ and $d=y^2-1=e^{\Omega/T}-1>0$. Then

$$\frac12\coth\frac{\Omega}{2T}=\frac12\,\frac{y+y^{-1}}{y-y^{-1}}=\frac12\,\frac{d+2}{d}=\frac12+\frac1d.$$

The Lean proof makes the same substitutions. `generalize` replaces the exponential by the letter `y`, `hc` and `hs` write $\cosh$ and $\sinh$ through $d$, and `field_simp` clears the denominators.

```lean
/-- At positive temperature a mode of positive frequency holds more than its zero-point
energy. -/
theorem half_lt_thermalQuanta {T Ω : ℝ} (hT : 0 < T) (hΩ : 0 < Ω) :
    1 / 2 < thermalQuanta T Ω := by
  rw [thermalQuanta_eq_bose hT hΩ]
  have h : 1 < Real.exp (Ω / T) := Real.one_lt_exp_iff.2 (div_pos hΩ hT)
  have h' : 0 < (Real.exp (Ω / T) - 1)⁻¹ := inv_pos.2 (by linarith)
  linarith
```

Since $e^{\Omega/T}>1$, the Bose occupation is positive, and so $\nu>1/2$.

## The excess as a sum over pairs of modes

```lean
/-- For positive frequencies, twice the excess of the uncertainty product over the squared
weighted sum of the mode quanta is a sum over pairs of modes of their squared frequency
mismatch, weighted by `p j * ν j * (p k * ν k) / (w j * w k)`. -/
theorem uncertainty_excess (p w ν : ι → ℝ) (hw : ∀ k, 0 < w k) :
    ∑ j, ∑ k, p j * ν j * (p k * ν k) * (w j - w k) ^ 2 / (w j * w k)
      = 2 * (positionVar p w ν * momentumVar p w ν - (∑ k, p k * ν k) ^ 2) := by
  have h : ∀ j k, p j * ν j * (p k * ν k) * (w j - w k) ^ 2 / (w j * w k)
      = p j * (w j * ν j) * (p k * (ν k / w k)) + p j * (ν j / w j) * (p k * (w k * ν k))
        - 2 * (p j * ν j * (p k * ν k)) := by
    intro j k
    have hj := (hw j).ne'
    have hk := (hw k).ne'
    field_simp
    ring
  unfold positionVar momentumVar
  -- each double sum factorises into a product of single sums
  simp_rw [h, Finset.sum_sub_distrib, Finset.sum_add_distrib, ← Finset.mul_sum,
    ← Finset.sum_mul]
  ring
```

With $a_k=p_k\nu_k$, the identity reads

$$\sum_{j,k}a_ja_k\frac{(w_j-w_k)^2}{w_jw_k}=2\Big[XP-\Big(\sum_k a_k\Big)^2\Big].$$

To derive it, expand the square:

$$a_ja_k\frac{(w_j-w_k)^2}{w_jw_k}=a_jw_j\,\frac{a_k}{w_k}+\frac{a_j}{w_j}\,a_kw_k-2a_ja_k.$$

Summed over $j$ and $k$, each of the first two terms factorises into $XP$, and the last gives $-2(\sum_k a_k)^2$. In the proof, `h` is the expansion for one pair, and `simp_rw` carries out the factorisation. The weights and the quanta may have any sign here.

```lean
/-- For positive weights, frequencies and mode quanta, the uncertainty product is at least
the squared weighted sum of the quanta, with equality exactly when all frequencies agree. -/
theorem quanta_bound (p w ν : ι → ℝ) (hp : ∀ k, 0 < p k) (hw : ∀ k, 0 < w k)
    (hν : ∀ k, 0 < ν k) :
    (∑ k, p k * ν k) ^ 2 ≤ positionVar p w ν * momentumVar p w ν ∧
    (positionVar p w ν * momentumVar p w ν = (∑ k, p k * ν k) ^ 2 ↔
      ∀ j k, w j = w k) := by
  have hgap := uncertainty_excess p w ν hw
  have hnn : ∀ j k, 0 ≤ p j * ν j * (p k * ν k) * (w j - w k) ^ 2 / (w j * w k) := by
    intro j k
    have := hp j; have := hp k; have := hw j; have := hw k; have := hν j; have := hν k
    positivity
  have hrow : ∀ j, 0 ≤ ∑ k, p j * ν j * (p k * ν k) * (w j - w k) ^ 2 / (w j * w k) :=
    fun j => Finset.sum_nonneg fun k _ => hnn j k
  refine ⟨?_, ?_, ?_⟩
  · have := Finset.sum_nonneg fun j (_ : j ∈ Finset.univ) => hrow j
    linarith
  · intro h j k
    -- a vanishing sum of non-negative terms vanishes term by term
    rw [h, sub_self, mul_zero] at hgap
    have h1 := (Finset.sum_eq_zero_iff_of_nonneg fun j _ => hrow j).1 hgap j
      (Finset.mem_univ j)
    have h2 := (Finset.sum_eq_zero_iff_of_nonneg fun k _ => hnn j k).1 h1 k
      (Finset.mem_univ k)
    by_contra hne
    have hsub : w j - w k ≠ 0 := sub_ne_zero.2 hne
    have := hp j; have := hp k; have := hw j; have := hw k; have := hν j; have := hν k
    have hpos : 0 < p j * ν j * (p k * ν k) * (w j - w k) ^ 2 / (w j * w k) := by
      positivity
    exact hpos.ne' h2
  · intro h
    have hz : ∑ j, ∑ k, p j * ν j * (p k * ν k) * (w j - w k) ^ 2 / (w j * w k) = 0 :=
      Finset.sum_eq_zero fun j _ => Finset.sum_eq_zero fun k _ => by
        rw [h j k]
        simp
    linarith
```

For positive $p_k$, $w_k$ and $\nu_k$, this states that $XP\ge(\sum_k p_k\nu_k)^2$, with equality if and only if $w_j=w_k$ for all $j,k$. The weights need not sum to 1.

Every term of the double sum is non-negative, which gives the inequality. If equality holds, the double sum is zero, so each term is zero. Its prefactor $a_ja_k/(w_jw_k)$ is positive, and therefore $w_j=w_k$. Conversely, equal frequencies make every term vanish.

`refine ⟨?_, ?_, ?_⟩` splits the statement into these three parts. `Finset.sum_eq_zero_iff_of_nonneg` is applied twice, first to the sum over $j$ and then to the sum over $k$. `positivity` proves the signs.

## Thermal state and ground state

```lean
/-- At positive temperature, for positive weights of sum one and positive frequencies, the
uncertainty product of the local coordinate strictly exceeds 1/4. -/
theorem thermal_uncertainty (p w : ι → ℝ) {T : ℝ} (hp : ∀ k, 0 < p k)
    (hp1 : ∑ k, p k = 1) (hw : ∀ k, 0 < w k) (hT : 0 < T) :
    1 / 4 < positionVar p w (fun k => thermalQuanta T (w k)) *
      momentumVar p w (fun k => thermalQuanta T (w k)) := by
  have hν : ∀ k, 1 / 2 < thermalQuanta T (w k) := fun k => half_lt_thermalQuanta hT (hw k)
  have hb := (quanta_bound p w (fun k => thermalQuanta T (w k)) hp hw
    (fun k => by linarith [hν k])).1
  have hne : (Finset.univ : Finset ι).Nonempty :=
    Finset.nonempty_of_sum_ne_zero (f := p) (by rw [hp1]; exact one_ne_zero)
  -- the weighted mean of the quanta exceeds one half
  have hlt : ∑ k, p k * (1 / 2 : ℝ) < ∑ k, p k * thermalQuanta T (w k) :=
    Finset.sum_lt_sum_of_nonempty hne fun k _ => mul_lt_mul_of_pos_left (hν k) (hp k)
  rw [← Finset.sum_mul, hp1, one_mul] at hlt
  nlinarith
```

The function `fun k => thermalQuanta T (w k)` puts the thermal $\nu_k$ into both variances, which gives the $X$ and $P$ of the opening. By hand,

$$\sum_k p_k\nu_k>\frac12\sum_k p_k=\frac12,\qquad XP\ge\Big(\sum_k p_k\nu_k\Big)^2>\frac14.$$

The first inequality is `hlt`. It is strict only if there is at least one mode, and `hne` obtains this from the weights summing to 1. The final `nlinarith` squares the bound.

The same argument gives $XP>1/4$ when each mode has its own temperature $T_k>0$, because it uses only $\nu_k>1/2$ mode by mode.

```lean
/-- With every mode in its ground state, for positive weights of sum one and positive
frequencies, the uncertainty product is at least 1/4, with equality exactly when all
frequencies agree. -/
theorem ground_uncertainty (p w : ι → ℝ) (hp : ∀ k, 0 < p k)
    (hp1 : ∑ k, p k = 1) (hw : ∀ k, 0 < w k) :
    1 / 4 ≤ positionVar p w (fun _ => 1 / 2) * momentumVar p w (fun _ => 1 / 2) ∧
    (positionVar p w (fun _ => 1 / 2) * momentumVar p w (fun _ => 1 / 2) = 1 / 4 ↔
      ∀ j k, w j = w k) := by
  have h := quanta_bound p w (fun _ => 1 / 2) hp hw (fun _ => by norm_num)
  have hs : (∑ k, p k * (1 / 2 : ℝ)) ^ 2 = 1 / 4 := by
    rw [← Finset.sum_mul, hp1]
    norm_num
  rw [hs] at h
  exact h
```

Here `fun _ => 1 / 2` sets every $\nu_k$ to $1/2$, so that

$$XP=\frac14\Big(\sum_k\frac{p_k}{w_k}\Big)\Big(\sum_k p_kw_k\Big).$$

The mean $\sum_k p_k\nu_k$ is now exactly $1/2$, its square is $1/4$ (`hs`), and `quanta_bound` supplies both the inequality and the equality case.

The equality case fails if weights are allowed to be zero. Take $p=(1,0)$ and $w=(1,2)$: then $X=P=1/2$ and $XP=1/4$, although the frequencies differ. Physically, the second mode has a node at the chosen coordinate, which cannot feel its frequency. Such a mode adds nothing to either variance. It can be dropped from the set of modes, and both theorems then apply to the modes that remain.

## Cooling to the ground state

```lean
/-- For positive frequencies, the thermal uncertainty product tends to the ground-state
product as the temperature falls to zero. -/
theorem thermal_tendsto_ground (p w : ι → ℝ) (hw : ∀ k, 0 < w k) :
    Tendsto (fun T => positionVar p w (fun k => thermalQuanta T (w k)) *
        momentumVar p w (fun k => thermalQuanta T (w k))) (𝓝[>] 0)
      (𝓝 (positionVar p w (fun _ => 1 / 2) * momentumVar p w (fun _ => 1 / 2))) := by
  have hq : ∀ k, Tendsto (fun T => thermalQuanta T (w k)) (𝓝[>] 0) (𝓝 (1 / 2)) := by
    intro k
    -- the Bose occupation dies out because exp (w / T) diverges
    have h1 : Tendsto (fun T : ℝ => w k / T) (𝓝[>] 0) atTop := by
      simp only [div_eq_mul_inv]
      exact tendsto_inv_nhdsGT_zero.const_mul_atTop (hw k)
    have h2 : Tendsto (fun T : ℝ => Real.exp (w k / T) - 1) (𝓝[>] 0) atTop := by
      simp only [sub_eq_add_neg]
      exact tendsto_atTop_add_const_right _ _ (Real.tendsto_exp_atTop.comp h1)
    have h3 := (tendsto_inv_atTop_zero.comp h2).const_add (1 / 2 : ℝ)
    rw [add_zero] at h3
    refine h3.congr' ?_
    filter_upwards [self_mem_nhdsWithin] with T hT
    exact (thermalQuanta_eq_bose hT (hw k)).symm
  unfold positionVar momentumVar
  exact (tendsto_finsetSum _ fun k _ => ((hq k).div_const (w k)).const_mul (p k)).mul
    (tendsto_finsetSum _ fun k _ => ((hq k).const_mul (w k)).const_mul (p k))

end

end LatticeUncertainty
```

`𝓝[>] 0` means that $T$ approaches 0 from above, and `Tendsto` says that the thermal product then converges to the ground-state product. This justifies replacing $\coth$ by 1.

As $T\to0^+$, $w_k/T\to\infty$, so $e^{w_k/T}-1\to\infty$ and its inverse tends to 0. Hence $\nu_k\to1/2$ for each mode. These steps are `h1`, `h2` and `h3`, and `filter_upwards` restricts attention to $T>0$, where the Bose formula holds. Finite sums and products then preserve the limits.

The model leaves out anharmonicity, infinite lattices and zero-frequency modes such as the free translation of a crystal. Within this finite harmonic model, the bound rules out classical equipartition at low temperature. Equipartition has $\nu_k=T/w_k$, so its product is $XP=T^2\sum_k p_k/w_k^2$, which falls below $1/4$ when $T$ is small enough. At high temperature the classical product also exceeds $1/4$, and the bound doesn't tell the two apart.

```lean
#print axioms LatticeUncertainty.thermal_uncertainty
#print axioms LatticeUncertainty.ground_uncertainty
#print axioms LatticeUncertainty.thermal_tendsto_ground
```

```
'LatticeUncertainty.thermal_uncertainty' depends on axioms: [propext, Classical.choice, Quot.sound]
'LatticeUncertainty.ground_uncertainty' depends on axioms: [propext, Classical.choice, Quot.sound]
'LatticeUncertainty.thermal_tendsto_ground' depends on axioms: [propext, Classical.choice, Quot.sound]
```
